# For an invertible real matrix $A$ with absolute row sums at most $r$ and column sums at most $c$, Newton–Schulz started from $A^T/(rc)$ converges to $A^{-1}$

I have been told that if $A$ is an invertible real matrix with absolute row sums at most $r$ and absolute column sums at most $c$, then $X_0=A^T/(rc)$ is always a safe start for the Newton–Schulz iteration $X\mapsto X+X(1-AX)$. I want to use it for the overlap matrix of a non-orthogonal basis, where a bad start makes the iteration diverge. What bothers me is that $r$ and $c$ say only how large $A$ is. They know nothing about how close it is to singular. How can two such crude numbers guarantee convergence?

## Size bounds give convergence, and near-singularity only slows it

The guess is safe. Its residual $M=1-AX_0=1-AA^T/(rc)$ satisfies

$$0\le v^TMv<v^Tv\qquad\text{for every nonzero real vector } v,$$

so for unit vectors the quadratic form lies in $[0,1)$, and the iteration converges to $A^{-1}$. The sums $r$ and $c$ give the lower bound. The strict upper bound needs only that $A$ is invertible, not that it is well conditioned.

### From row and column sums to the inverse

Write $w=A^Tv$, so $w_j=\sum_i v_iA_{ij}$. Then

$$v^TMv=v^Tv-\frac{v^TAA^Tv}{rc}=|v|^2-\frac{|w|^2}{rc}.$$

To bound $|w|^2$, split each term as $|v_iA_{ij}|=\sqrt{|A_{ij}|}\cdot\sqrt{|A_{ij}|}\,|v_i|$ and apply Cauchy–Schwarz:

$$w_j^2\le\Big(\sum_i|A_{ij}|\Big)\Big(\sum_i|A_{ij}|v_i^2\Big)\le c\sum_i|A_{ij}|v_i^2 .$$

Summing over $j$ and exchanging the sums gives

$$|w|^2\le c\sum_i\Big(\sum_j|A_{ij}|\Big)v_i^2\le rc\,|v|^2 .$$

Since $A$ is invertible and $v\ne0$, also $w\neq0$. Hence $0<|w|^2\le rc|v|^2$, which forces $rc>0$. Dividing by $rc$ gives $0<|w|^2/(rc)\le|v|^2$, and both bounds on $v^TMv$ follow.

Now let $R=1-AX$ be the residual of any guess $X$. After one step it is

$$1-A(X+XR)=R-AXR=R-(1-R)R=R^2 .$$

So after $k$ steps from $X_0$ the residual is $M^{2^k}$. The matrix $M$ is symmetric. If $Mu=\lambda u$ with $|u|=1$, then $\lambda=u^TMu\in[0,1)$. Expanding any vector in eigenvectors, each component of $M^mv$ carries a factor $\lambda^m\to0$, so $M^m\to0$. Finally $AX_k=1-M^{2^k}$ gives

$$X_k=A^{-1}\big(1-M^{2^k}\big)\to A^{-1}.$$

If $A$ is singular, some nonzero $v$ has $v^TA=0$. Then $v^T(1-AX)v=v^Tv$ for every $X$, and no guess can satisfy the strict bound.

### A two-by-two instance

Take

$$A=\begin{pmatrix}2&1\\0&1\end{pmatrix},\qquad r=3,\quad c=2,\qquad M=1-\frac16\begin{pmatrix}5&1\\1&1\end{pmatrix}=\frac16\begin{pmatrix}1&-1\\-1&5\end{pmatrix}.$$

The trace of $M$ is $1$ and its determinant is $1/9$, so its eigenvalues are $(1\pm\sqrt5/3)/2\approx0.873$ and $0.127$. One step gives

$$X_1=X_0(1+M)=\frac1{18}\begin{pmatrix}7&-1\\3&5\end{pmatrix},\qquad 1-AX_1=\frac1{18}\begin{pmatrix}1&-3\\-3&13\end{pmatrix}=M^2 .$$

The largest eigenvalue of the residual is about $0.76$ after one step, $0.013$ after five and $0.00016$ after six. The start is slow because $0.873$ is close to $1$. In general the largest eigenvalue of $M$ is $1-\sigma^2/(rc)$, where $\sigma$ is the smallest singular value of $A$. The start is therefore slow when $\sigma^2$ is small compared with $rc$, either because $A$ is nearly singular for its size or because $rc$ is far above the square of the largest singular value. The second can happen even when $r$ and $c$ are the exact largest sums: an orthogonal $N\times N$ matrix whose entries are all $\pm1/\sqrt N$ has $\sigma=1$ but $rc=N$.

### The Lean file

```lean
import Mathlib

open Matrix Filter Topology

namespace SafeInverseGuess

variable {n : Type*} [Fintype n] [DecidableEq n]

/-- The residual `1 - A X` of an approximate inverse `X` of `A`. -/
def residual (A X : Matrix n n ℝ) : Matrix n n ℝ := 1 - A * X

/-- The starting guess `Aᵀ / (r c)` for the inverse of `A`, meant for `r c ≠ 0`. -/
noncomputable def startGuess (A : Matrix n n ℝ) (r c : ℝ) : Matrix n n ℝ :=
  (r * c)⁻¹ • Aᵀ

/-- One Newton–Schulz step `X ↦ X + X (1 - A X)` for the matrix `A`. -/
def newtonStep (A X : Matrix n n ℝ) : Matrix n n ℝ := X + X * residual A X

/-- The quadratic form of the initial residual is `vᵀv` minus the squared length of `vᵀA`
divided by `r c`. -/
theorem residual_startGuess_form (A : Matrix n n ℝ) (r c : ℝ) (v : n → ℝ) :
    v ⬝ᵥ residual A (startGuess A r c) *ᵥ v
      = v ⬝ᵥ v - (r * c)⁻¹ * ((v ᵥ* A) ⬝ᵥ (v ᵥ* A)) := by
  unfold residual startGuess
  rw [Matrix.mul_smul, Matrix.sub_mulVec, Matrix.one_mulVec, dotProduct_sub,
    Matrix.smul_mulVec, dotProduct_smul, ← Matrix.mulVec_mulVec,
    Matrix.dotProduct_mulVec, Matrix.mulVec_transpose, smul_eq_mul]

/-- If `A` is invertible with absolute row sums at most `r` and absolute column sums at most
`c`, the residual `M = 1 - A Aᵀ / (r c)` satisfies `0 ≤ vᵀMv < vᵀv` for every nonzero `v`. -/
theorem startGuess_safe (A : Matrix n n ℝ) (hA : IsUnit A.det) {r c : ℝ}
    (hr : ∀ i, ∑ j, |A i j| ≤ r) (hc : ∀ j, ∑ i, |A i j| ≤ c)
    (v : n → ℝ) (hv : v ≠ 0) :
    0 ≤ v ⬝ᵥ residual A (startGuess A r c) *ᵥ v ∧
      v ⬝ᵥ residual A (startGuess A r c) *ᵥ v < v ⬝ᵥ v := by
  obtain ⟨i₀, -⟩ := Function.ne_iff.1 hv
  have hc0 : 0 ≤ c := (Finset.sum_nonneg fun k _ => abs_nonneg (A k i₀)).trans (hc i₀)
  -- Cauchy–Schwarz with weights |A i j| bounds each component of vᵀA
  have hcol : ∀ j, (∑ i, v i * A i j) ^ 2 ≤ c * ∑ i, |A i j| * v i ^ 2 := by
    intro j
    have h1 : (∑ i, v i * A i j) ^ 2 ≤ (∑ i, |A i j|) * ∑ i, |A i j| * v i ^ 2 := by
      apply Finset.sum_sq_le_sum_mul_sum_of_sq_le_mul
      · intro i _
        exact abs_nonneg _
      · intro i _
        positivity
      · intro i _
        apply le_of_eq
        rw [mul_pow, ← sq_abs (A i j)]
        ring
    exact h1.trans (mul_le_mul_of_nonneg_right (hc j)
      (Finset.sum_nonneg fun i _ => by positivity))
  have hle : (v ᵥ* A) ⬝ᵥ (v ᵥ* A) ≤ r * c * (v ⬝ᵥ v) := by
    calc (v ᵥ* A) ⬝ᵥ (v ᵥ* A) = ∑ j, (∑ i, v i * A i j) ^ 2 := by
          simp only [dotProduct, Matrix.vecMul, sq]
      _ ≤ ∑ j, c * ∑ i, |A i j| * v i ^ 2 := Finset.sum_le_sum fun j _ => hcol j
      _ = c * ∑ i, (∑ j, |A i j|) * v i ^ 2 := by
          rw [← Finset.mul_sum, Finset.sum_comm]
          simp only [Finset.sum_mul]
      _ ≤ c * ∑ i, r * v i ^ 2 :=
          mul_le_mul_of_nonneg_left (Finset.sum_le_sum fun i _ =>
            mul_le_mul_of_nonneg_right (hr i) (sq_nonneg _)) hc0
      _ = r * c * (v ⬝ᵥ v) := by
          rw [← Finset.mul_sum]
          simp only [dotProduct, sq]
          ring
  -- invertibility keeps vᵀA away from zero
  have hw : v ᵥ* A ≠ 0 := by
    intro h0
    apply hv
    calc v = (v ᵥ* A) ᵥ* A⁻¹ := by
          rw [Matrix.vecMul_vecMul, Matrix.mul_nonsing_inv A hA, Matrix.vecMul_one]
      _ = 0 := by rw [h0, Matrix.zero_vecMul]
  have hww : 0 < (v ᵥ* A) ⬝ᵥ (v ᵥ* A) :=
    lt_of_le_of_ne (Finset.sum_nonneg fun _ _ => mul_self_nonneg _)
      fun h => hw (dotProduct_self_eq_zero.1 h.symm)
  have hvv : 0 ≤ v ⬝ᵥ v := Finset.sum_nonneg fun _ _ => mul_self_nonneg _
  have hrc : 0 < r * c := by
    by_contra h
    have := mul_nonneg (neg_nonneg.2 (not_lt.1 h)) hvv
    linarith
  rw [residual_startGuess_form]
  constructor
  · have := (inv_mul_le_iff₀ hrc).2 hle
    linarith
  · have := mul_pos (inv_pos.2 hrc) hww
    linarith

/-- If `A` is singular, every guess `X` leaves a nonzero vector `v` on which the residual
has the full value `vᵀ(1 - A X)v = vᵀv`. -/
theorem singular_obstruction (A X : Matrix n n ℝ) (hA : A.det = 0) :
    ∃ v : n → ℝ, v ≠ 0 ∧ v ⬝ᵥ residual A X *ᵥ v = v ⬝ᵥ v := by
  obtain ⟨v, hv, h0⟩ := Matrix.exists_vecMul_eq_zero_iff.2 hA
  refine ⟨v, hv, ?_⟩
  unfold residual
  rw [Matrix.sub_mulVec, Matrix.one_mulVec, dotProduct_sub, ← Matrix.mulVec_mulVec,
    Matrix.dotProduct_mulVec, h0, zero_dotProduct, sub_zero]

/-- After `k` Newton–Schulz steps the residual is the initial residual to the power `2 ^ k`. -/
theorem residual_iterate (A X : Matrix n n ℝ) (k : ℕ) :
    residual A ((newtonStep A)^[k] X) = residual A X ^ 2 ^ k := by
  -- a single step squares the residual
  have step : ∀ Y, residual A (newtonStep A Y) = residual A Y ^ 2 := by
    intro Y
    unfold newtonStep residual
    noncomm_ring
  induction k with
  | zero => simp
  | succ k ih => rw [Function.iterate_succ_apply', step, ih, ← pow_mul, ← pow_succ]

/-- The powers of a real symmetric matrix `M` with `0 ≤ vᵀMv < vᵀv` for all nonzero `v`
tend to zero. -/
theorem tendsto_pow_zero (M : Matrix n n ℝ) (hM : M.IsHermitian)
    (h : ∀ v : n → ℝ, v ≠ 0 → 0 ≤ v ⬝ᵥ M *ᵥ v ∧ v ⬝ᵥ M *ᵥ v < v ⬝ᵥ v) :
    Tendsto (fun k : ℕ => M ^ k) atTop (𝓝 0) := by
  have he : ∀ j, M *ᵥ (hM.eigenvectorBasis j).ofLp
      = hM.eigenvalues j • (hM.eigenvectorBasis j).ofLp :=
    fun j => hM.mulVec_eigenvectorBasis j
  -- every eigenvalue lies in [0, 1)
  have hl : ∀ j, 0 ≤ hM.eigenvalues j ∧ hM.eigenvalues j < 1 := by
    intro j
    have hne : (hM.eigenvectorBasis j).ofLp ≠ 0 := fun h0 =>
      hM.eigenvectorBasis.orthonormal.ne_zero j (PiLp.ext fun i => congrFun h0 i)
    obtain ⟨h1, h2⟩ := h _ hne
    rw [he, dotProduct_smul, smul_eq_mul] at h1 h2
    have hs := lt_of_le_of_lt h1 h2
    constructor <;> nlinarith
  have hp : ∀ (k : ℕ) j, (M ^ k) *ᵥ (hM.eigenvectorBasis j).ofLp
      = hM.eigenvalues j ^ k • (hM.eigenvectorBasis j).ofLp := by
    intro k j
    induction k with
    | zero => simp
    | succ k ih =>
      rw [pow_succ, ← Matrix.mulVec_mulVec, he, Matrix.mulVec_smul, ih, smul_smul,
        pow_succ, mul_comm]
  -- expand an arbitrary vector in eigenvectors
  have hvec : ∀ v : n → ℝ, Tendsto (fun k : ℕ => (M ^ k) *ᵥ v) atTop (𝓝 0) := by
    intro v
    obtain ⟨a, ha⟩ : ∃ a : n → ℝ, v = ∑ j, a j • (hM.eigenvectorBasis j).ofLp := by
      refine ⟨fun j => hM.eigenvectorBasis.repr (WithLp.toLp 2 v) j, ?_⟩
      have hs := congrArg WithLp.ofLp (hM.eigenvectorBasis.sum_repr (WithLp.toLp 2 v))
      rw [WithLp.ofLp_sum] at hs
      exact hs.symm
    have hk : ∀ k : ℕ, (M ^ k) *ᵥ v
        = ∑ j, a j • (hM.eigenvalues j ^ k • (hM.eigenvectorBasis j).ofLp) := by
      intro k
      rw [ha, ← Matrix.mulVecLin_apply, map_sum]
      refine Finset.sum_congr rfl fun j _ => ?_
      rw [map_smul, Matrix.mulVecLin_apply, hp]
    have ht := tendsto_finsetSum Finset.univ fun j _ =>
      ((tendsto_pow_atTop_nhds_zero_of_lt_one (hl j).1 (hl j).2).smul_const
        (hM.eigenvectorBasis j).ofLp).const_smul (a j)
    simp only [zero_smul, smul_zero, Finset.sum_const_zero] at ht
    simpa only [hk] using ht
  refine tendsto_pi_nhds.2 fun i => tendsto_pi_nhds.2 fun j => ?_
  have hij := tendsto_pi_nhds.1 (hvec (Pi.single j 1)) i
  simpa [Matrix.mulVec_single_one] using hij

/-- For invertible `A` with absolute row sums at most `r` and absolute column sums at most `c`,
the Newton–Schulz iteration started from `Aᵀ / (r c)` converges to the inverse of `A`. -/
theorem newton_converges (A : Matrix n n ℝ) (hA : IsUnit A.det) {r c : ℝ}
    (hr : ∀ i, ∑ j, |A i j| ≤ r) (hc : ∀ j, ∑ i, |A i j| ≤ c) :
    Tendsto (fun k : ℕ => (newtonStep A)^[k] (startGuess A r c)) atTop (𝓝 A⁻¹) := by
  have hsym : (residual A (startGuess A r c)).IsHermitian := by
    unfold Matrix.IsHermitian
    rw [Matrix.conjTranspose_eq_transpose_of_trivial]
    simp [residual, startGuess, Matrix.transpose_mul]
  have h2 : Tendsto (fun k : ℕ => 2 ^ k) atTop atTop :=
    tendsto_atTop_mono (fun k => Nat.lt_two_pow_self.le) tendsto_id
  have hpow := (tendsto_pow_zero _ hsym (startGuess_safe A hA hr hc)).comp h2
  -- the iterate is A⁻¹ (1 - residual)
  have hX : ∀ X, X = A⁻¹ * (1 - residual A X) := by
    intro X
    unfold residual
    rw [sub_sub_cancel, ← mul_assoc, Matrix.nonsing_inv_mul A hA, one_mul]
  have ht := (hpow.const_sub 1).const_mul A⁻¹
  rw [sub_zero, mul_one] at ht
  refine ht.congr fun k => ?_
  rw [hX ((newtonStep A)^[k] (startGuess A r c)), residual_iterate]
  rfl

end SafeInverseGuess
```

```lean
#print axioms SafeInverseGuess.singular_obstruction
#print axioms SafeInverseGuess.newton_converges
```

```
'SafeInverseGuess.singular_obstruction' depends on axioms: [propext, Classical.choice, Quot.sound]
'SafeInverseGuess.newton_converges' depends on axioms: [propext, Classical.choice, Quot.sound]
```

### What the theorems say

The matrix $A$ is a `Matrix n n ℝ` over a finite index type `n`, which you can read as the set of basis functions. It need not be symmetric. Invertibility is `IsUnit A.det`, which over the reals means a nonzero determinant. The hypotheses `hr` and `hc` bound every absolute row and column sum, so `r` and `c` may be overestimates. Positivity of $rc$ is derived, not assumed.

`residual A X` is $1-AX$, with the guess on the right of $A$. `startGuess A r c` is $A^T/(rc)$, and `newtonStep A X` is one iteration step. In the notation, `*ᵥ` is matrix times vector, `ᵥ*` is row vector times matrix, and `⬝ᵥ` is the dot product.

- `startGuess_safe` is the two-sided bound, for vectors of any nonzero length.
- `newton_converges` says that the iterates tend to `A⁻¹`, entry by entry. It gives no rate.
- `singular_obstruction` is the statement about singular $A$ and arbitrary $X$.

In electronic structure this applies to inverting the overlap matrix of a finite, real, linearly independent basis, in exact arithmetic and with every product formed in full. Linear-scaling methods often discard small matrix elements to keep the matrices sparse. The residual is then no longer exactly squared, and the theorems do not cover that case. They do not cover rounding errors either.

### How the Lean proof is assembled

`residual_startGuess_form` is the first identity of the derivation. Its rewrites move $A$ from one side of the dot product to the other, until $v^TA$ appears twice.

Inside `startGuess_safe`, `hcol` is the weighted Cauchy–Schwarz inequality for one column. The Mathlib lemma it applies asks that each squared term be at most the product of the two weights $|A_{ij}|$ and $|A_{ij}|v_i^2$; here they are equal. The `calc` block `hle` sums over columns, exchanges the sums and inserts the row bound. That last insertion multiplies an inequality by $c$, so it needs `hc0`, which says $c\ge0$. Next, `hw` recovers $v$ from $v^TA$ by multiplying with $A^{-1}$, so $v^TA$ cannot vanish. `hrc` then obtains $rc>0$ by contradiction, and `linarith` closes each of the two bounds.

`residual_iterate` proves the squaring of the residual with `noncomm_ring`, which respects the order of matrix products, and then uses induction on $k$.

`tendsto_pow_zero` treats any symmetric $M$ that obeys the two-sided bound. It takes Mathlib's orthonormal eigenvector basis and places each eigenvalue in $[0,1)$ (`hl`). It then computes the action of $M^k$ on eigenvectors (`hp`) and passes to arbitrary vectors by expansion (`hvec`). Applying this to the unit coordinate vectors gives the columns of $M^k$, hence every entry.

`newton_converges` joins these results. `hsym` checks that the initial residual is symmetric, and `hpow` restricts the limit of its powers to the exponents $2^k$. `hX` is the identity $X=A^{-1}(1-R)$, which turns a vanishing residual into convergence of the iterates.
